# In Welton's model of a displaced electron, only s states have a Coulomb shift at second order in the displacement

The vacuum field shakes an electron bound to a point nucleus and so changes its mean Coulomb energy; the shaking is modelled here by a displacement of fixed length $\rho>0$ in a uniformly random direction. The problems below find the resulting energy shift in first-order perturbation theory, for small $\rho$ and for radial functions of the form $r^l g(r)$ with $g$ continuous. Here $l$ is the orbital angular momentum quantum number, and s states have $l=0$. Hydrogenic bound states have this form, with $g$ a polynomial times a decaying exponential.

```lean
import Mathlib

open MeasureTheory Set Filter Topology

namespace WeltonShift

noncomputable section
```

Let $r>0$ be the distance from the nucleus and $u$ the cosine of the angle between the position and the displacement. The displaced electron is at distance $\sqrt{r^2+\rho^2+2r\rho u}$. Since $u$ is uniform on $[-1,1]$ for a random direction, the mean inverse distance is
$$A(r,\rho)=\frac12\int_{-1}^{1}\frac{du}{\sqrt{r^2+\rho^2+2r\rho u}} .$$
This is `shellPotential`. Despite the name, it is a positive inverse distance; the potential energy is $-Z$ times it, for nuclear charge $Z$ in atomic units.

```lean
/-- The inverse distance to the nucleus of an electron at radius `r > 0`, displaced by a vector of
length `ρ > 0` and averaged over all directions; `u` is the cosine of the angle between the two.
The integrand has a zero denominator only at `u = -1` when `r = ρ`. -/
def shellPotential (r ρ : ℝ) : ℝ :=
  (1 / 2) * ∫ u in (-1 : ℝ)..1, 1 / √(r ^ 2 + ρ ^ 2 + 2 * r * ρ * u)
```

The energy changes from $-Z/r$ to $-ZA(r,\rho)$. Averaged over a state with real radial function $R$, the shift per unit nuclear charge is
$$S_R(\rho)=\int_0^\infty\Big(\frac1r-A(r,\rho)\Big)R(r)^2r^2\,dr .$$
Because $A$ depends only on $r$, the angular integral separates, and it equals one for a normalised angular factor. The definition `radialShift` accepts any `R : ℝ → ℝ`, normalised or not; for an unnormalised bound state, divide by $\int_0^\infty R^2r^2\,dr$.

```lean
/-- The first-order energy shift, per unit nuclear charge and in atomic units, of a state with
normalised radial function `R` when the electron is displaced by a length `ρ > 0` in a random
direction. The integral runs over `r > 0`. -/
def radialShift (R : ℝ → ℝ) (ρ : ℝ) : ℝ :=
  ∫ r in Ioi (0 : ℝ), (1 / r - shellPotential r ρ) * (R r) ^ 2 * r ^ 2
```

## (a) The Coulomb potential averaged over directions

Show that for all $r,\rho>0$
$$A(r,\rho)=\frac{1}{\max(r,\rho)} .$$

Write $q(u)=r^2+\rho^2+2r\rho u=(r-\rho)^2+2r\rho(1+u)$, which is positive for $u>-1$. Then
$$\frac{d}{du}\frac{\sqrt{q(u)}}{r\rho}=\frac{2r\rho}{2r\rho\sqrt{q(u)}}=\frac1{\sqrt{q(u)}} .$$
With $q(1)=(r+\rho)^2$ and $q(-1)=(r-\rho)^2$,
$$A(r,\rho)=\frac{r+\rho-|r-\rho|}{2r\rho}=\frac{2\min(r,\rho)}{2r\rho}=\frac1{\max(r,\rho)} .$$
If $r=\rho$, the integrand diverges at $u=-1$, but only as an inverse square root.

In the proof, `hd` is the derivative on the open interval and `hc` the continuity of the antiderivative on the closed one. Together with the positive sign of the integrand they give integrability, `hint`, so the fundamental theorem of calculus also applies when $r=\rho$. The last lines resolve $|r-\rho|$ in the two orderings.

```lean
/-- The direction-averaged Coulomb potential is `1 / max r ρ` for all positive `r` and `ρ`. -/
theorem shellPotential_eq {r ρ : ℝ} (hr : 0 < r) (hρ : 0 < ρ) :
    shellPotential r ρ = 1 / max r ρ := by
  have hpos : ∀ u ∈ Ioo (-1 : ℝ) 1, 0 < r ^ 2 + ρ ^ 2 + 2 * r * ρ * u := by
    intro u hu
    have h := mul_pos (mul_pos hr hρ) (by linarith [hu.1] : 0 < u + 1)
    nlinarith [sq_nonneg (r - ρ)]
  -- the distance itself, divided by `r ρ`, is an antiderivative
  have hd : ∀ u ∈ Ioo (-1 : ℝ) 1,
      HasDerivAt (fun u : ℝ => √(r ^ 2 + ρ ^ 2 + 2 * r * ρ * u) / (r * ρ))
        (1 / √(r ^ 2 + ρ ^ 2 + 2 * r * ρ * u)) u := by
    intro u hu
    have h1 : HasDerivAt (fun u : ℝ => r ^ 2 + ρ ^ 2 + 2 * r * ρ * u) (2 * r * ρ) u :=
      (((hasDerivAt_id' u).const_mul (2 * r * ρ)).const_add (r ^ 2 + ρ ^ 2)).congr_deriv
        (by ring)
    have hs := Real.sqrt_pos.2 (hpos u hu)
    refine ((h1.sqrt (hpos u hu).ne').div_const (r * ρ)).congr_deriv ?_
    generalize √(r ^ 2 + ρ ^ 2 + 2 * r * ρ * u) = s at hs ⊢
    field_simp
  have hc : ContinuousOn (fun u : ℝ => √(r ^ 2 + ρ ^ 2 + 2 * r * ρ * u) / (r * ρ))
      (Icc (-1) 1) := by
    fun_prop
  have hint : IntervalIntegrable (fun u : ℝ => 1 / √(r ^ 2 + ρ ^ 2 + 2 * r * ρ * u))
      volume (-1) 1 :=
    (intervalIntegrable_iff_integrableOn_Ioc_of_le (by norm_num)).2
      (intervalIntegral.integrableOn_deriv_of_nonneg hc hd (fun u _ => by positivity))
  have key := intervalIntegral.integral_eq_sub_of_hasDerivAt_of_le (by norm_num) hc hd hint
  have e1 : r ^ 2 + ρ ^ 2 + 2 * r * ρ * 1 = (r + ρ) ^ 2 := by ring
  have e2 : r ^ 2 + ρ ^ 2 + 2 * r * ρ * (-1) = (r - ρ) ^ 2 := by ring
  simp only [e1, e2, Real.sqrt_sq_eq_abs] at key
  rw [shellPotential, key, abs_of_pos (add_pos hr hρ), ← sub_div]
  -- the nearest distance is `|r - ρ|`, so the two orderings are treated apart
  rcases le_total r ρ with h | h
  · rw [max_eq_right h, abs_of_nonpos (by linarith),
      show r + ρ - -(r - ρ) = 2 * r by ring]
    field_simp
  · rw [max_eq_left h, abs_of_nonneg (by linarith),
      show r + ρ - (r - ρ) = 2 * ρ by ring]
    field_simp
```

## (b) Scaling out the displacement

For $R(r)=r^lg(r)$ with $l=0,1,2,\dots$, show that
$$S_R(\rho)=\rho^{2l+2}\int_0^1\big(t^{2l+1}-t^{2l+2}\big)\,g(\rho t)^2\,dt .$$

By (a), the integrand of $S_R$ vanishes for $r>\rho$. For $r\le\rho$ it is
$$\Big(\frac1r-\frac1\rho\Big)r^{2l+2}g(r)^2=\Big(r^{2l+1}-\frac{r^{2l+2}}{\rho}\Big)g(r)^2 .$$
Put $r=\rho t$, $dr=\rho\,dt$. Both terms in the bracket acquire a factor $\rho^{2l+1}$, and $dr$ supplies one more $\rho$.

These three moves are `h1` (cut the range at $\rho$), `h2` (rewrite the integrand) and `h3` (substitute).

```lean
/-- For a radial function `r ^ l * g r`, the shift is `ρ ^ (2 l + 2)` times an integral over
the scaled radius `t = r / ρ` between 0 and 1. -/
theorem radialShift_scaled (l : ℕ) (g : ℝ → ℝ) {ρ : ℝ} (hρ : 0 < ρ) :
    radialShift (fun r => r ^ l * g r) ρ =
      ρ ^ (2 * l + 2) *
        ∫ t in (0 : ℝ)..1, (t ^ (2 * l + 1) - t ^ (2 * l + 2)) * g (ρ * t) ^ 2 := by
  -- outside the sphere of radius `ρ` the potential is unchanged
  have h1 : radialShift (fun r => r ^ l * g r) ρ =
      ∫ r in Ioc 0 ρ, (1 / r - shellPotential r ρ) * (r ^ l * g r) ^ 2 * r ^ 2 := by
    refine MeasureTheory.setIntegral_eq_of_subset_of_forall_sdiff_eq_zero measurableSet_Ioi
      (fun x hx => hx.1) ?_
    intro x hx
    have h0 : 0 < x := hx.1
    have h : ρ < x := by
      by_contra h
      exact hx.2 ⟨h0, not_lt.1 h⟩
    simp [shellPotential_eq h0 hρ, max_eq_left h.le]
  have h2 : ∫ r in Ioc 0 ρ, (1 / r - shellPotential r ρ) * (r ^ l * g r) ^ 2 * r ^ 2 =
      ∫ r in Ioc 0 ρ, (r ^ (2 * l + 1) - r ^ (2 * l + 2) / ρ) * g r ^ 2 := by
    refine setIntegral_congr_fun measurableSet_Ioc ?_
    intro r hr
    have e : r ^ (2 * l + 1) = 1 / r * r ^ (2 * l + 2) := by
      rw [one_div, eq_inv_mul_iff_mul_eq₀ hr.1.ne']
      ring
    simp only [shellPotential_eq hr.1 hρ, max_eq_right hr.2]
    rw [e]
    generalize 1 / r = a
    ring
  -- substitution `r = ρ t`
  have h3 := intervalIntegral.smul_integral_comp_mul_left (a := 0) (b := 1)
    (f := fun r : ℝ => (r ^ (2 * l + 1) - r ^ (2 * l + 2) / ρ) * g r ^ 2) (c := ρ)
  simp only [mul_zero, mul_one, smul_eq_mul] at h3
  rw [h1, h2, ← intervalIntegral.integral_of_le hρ.le, ← h3,
    ← intervalIntegral.integral_const_mul, ← intervalIntegral.integral_const_mul]
  refine intervalIntegral.integral_congr ?_
  intro t _
  have e : (ρ * t) ^ (2 * l + 2) / ρ = ρ ^ (2 * l + 1) * t ^ (2 * l + 2) := by
    rw [div_eq_iff hρ.ne']
    ring
  simp only [e]
  ring
```

## (c) The radial weight

Show that
$$\int_0^1\big(t^{2l+1}-t^{2l+2}\big)\,dt=\frac1{(2l+2)(2l+3)} .$$

The two powers integrate to $\frac1{2l+2}$ and $\frac1{2l+3}$, and their difference is the stated fraction. The proof uses `integral_pow` for each power and then combines the fractions.

```lean
/-- The radial weight `t ^ (2 l + 1) - t ^ (2 l + 2)` integrates over `[0, 1]` to
`1 / ((2 l + 2) (2 l + 3))`. -/
theorem integral_radialWeight (l : ℕ) :
    ∫ t in (0 : ℝ)..1, (t ^ (2 * l + 1) - t ^ (2 * l + 2)) =
      1 / ((2 * (l : ℝ) + 2) * (2 * l + 3)) := by
  have z : ∀ n : ℕ, (0 : ℝ) ^ (n + 1) = 0 := fun n => by simp
  rw [intervalIntegral.integral_sub ((continuous_pow _).intervalIntegrable _ _)
    ((continuous_pow _).intervalIntegrable _ _), integral_pow, integral_pow]
  simp only [z, one_pow, sub_zero]
  push_cast
  field_simp
  ring
```

## (d) Pure powers

For $R(r)=r^l$, show that for every $\rho>0$
$$S_R(\rho)=\frac{\rho^{2l+2}}{(2l+2)(2l+3)} .$$

Set $g=1$ in (b) and insert (c); the proof does the same. A pure power is not a normalisable state, but its shift is finite because only $r\le\rho$ contributes.

For example, $l=1$ and $\rho=\tfrac12$ give $\frac{1/16}{20}=\frac1{320}$. Direct integration agrees:
$$\int_0^{1/2}(r^3-2r^4)\,dr=\frac1{64}-\frac1{80}=\frac1{320} .$$

```lean
/-- For the pure power `r ^ l` the shift is exactly `ρ ^ (2 l + 2) / ((2 l + 2) (2 l + 3))`,
for every `ρ > 0`. -/
theorem radialShift_pow (l : ℕ) {ρ : ℝ} (hρ : 0 < ρ) :
    radialShift (fun r => r ^ l) ρ =
      ρ ^ (2 * l + 2) / ((2 * (l : ℝ) + 2) * (2 * l + 3)) := by
  have h := radialShift_scaled l (fun _ => 1) hρ
  simp only [mul_one, one_pow, integral_radialWeight] at h
  rw [h, mul_one_div]
```

## (e) The limit of small displacement

For $R(r)=r^lg(r)$ with $g$ continuous, show that
$$\lim_{\rho\to0^+}\frac{S_R(\rho)}{\rho^{2l+2}}=\frac{g(0)^2}{(2l+2)(2l+3)} .$$

By (b), the quotient is the integral over $t$. Since $0\le\rho t\le\rho$, $g(\rho t)$ tends to $g(0)$ uniformly in $t\in[0,1]$. The limit may therefore be taken under the integral, and (c) gives the remaining factor.

In Lean, `𝓝[>] 0` means that $\rho$ approaches zero from above. The fact `hc` states that the scaled integral is continuous in $\rho$, including at $\rho=0$; `congr'` then transfers its limit to the quotient, which equals it for $\rho>0$.

```lean
/-- For a radial function `r ^ l * g r` with `g` continuous, the shift divided by
`ρ ^ (2 l + 2)` tends to `g 0 ^ 2 / ((2 l + 2) (2 l + 3))` as the displacement `ρ` shrinks
to zero. -/
theorem tendsto_radialShift (l : ℕ) {g : ℝ → ℝ} (hg : Continuous g) :
    Tendsto (fun ρ => radialShift (fun r => r ^ l * g r) ρ / ρ ^ (2 * l + 2)) (𝓝[>] 0)
      (𝓝 (g 0 ^ 2 / ((2 * (l : ℝ) + 2) * (2 * l + 3)))) := by
  have hF : Continuous (fun p : ℝ × ℝ =>
      (p.2 ^ (2 * l + 1) - p.2 ^ (2 * l + 2)) * g (p.1 * p.2) ^ 2) := by
    fun_prop
  -- the scaled integral depends continuously on `ρ`, down to `ρ = 0`
  have hc : Continuous (fun ρ : ℝ =>
      ∫ t in (0 : ℝ)..1, (t ^ (2 * l + 1) - t ^ (2 * l + 2)) * g (ρ * t) ^ 2) :=
    intervalIntegral.continuous_parametric_intervalIntegral_of_continuous'
      (f := fun ρ t : ℝ => (t ^ (2 * l + 1) - t ^ (2 * l + 2)) * g (ρ * t) ^ 2) hF 0 1
  have h0 := (hc.tendsto 0).mono_left (nhdsWithin_le_nhds (s := Ioi 0))
  simp only [zero_mul, intervalIntegral.integral_mul_const, integral_radialWeight,
    one_div_mul_eq_div] at h0
  refine h0.congr' ?_
  filter_upwards [self_mem_nhdsWithin] with ρ hρ
  have hρ' : 0 < ρ := hρ
  rw [radialShift_scaled l g hρ', mul_div_cancel_left₀ _ (pow_ne_zero _ hρ'.ne')]
```

## (f) s states

For $R=g$ continuous, show that
$$\lim_{\rho\to0^+}\frac{S_g(\rho)}{\rho^2}=\frac{g(0)^2}{6} .$$

This is (e) at $l=0$, where $(2l+2)(2l+3)=6$.

Some condition must tie $g(0)$ to the nearby values. Take $g(0)=0$ and $g(r)=1$ elsewhere: the single point does not affect the integral, so (d) gives $S_g(\rho)/\rho^2=\frac16$, while $g(0)^2/6=0$.

```lean
/-- The s-state limit in Welton's model: for a continuous radial function `g`, the shift divided by
`ρ ^ 2` tends to `g 0 ^ 2 / 6` as `ρ` shrinks to zero. -/
theorem welton_s_state {g : ℝ → ℝ} (hg : Continuous g) :
    Tendsto (fun ρ => radialShift g ρ / ρ ^ 2) (𝓝[>] 0) (𝓝 (g 0 ^ 2 / 6)) := by
  have h := tendsto_radialShift 0 hg
  norm_num at h
  exact h
```

## (g) States with $l\ge1$

For $R(r)=r^lg(r)$ with $l\ge1$ and $g$ continuous, show that
$$\lim_{\rho\to0^+}\frac{S_R(\rho)}{\rho^2}=0 .$$

Write
$$\frac{S_R(\rho)}{\rho^2}=\frac{S_R(\rho)}{\rho^{2l+2}}\,\rho^{2l} .$$
The first factor has a finite limit by (e), and the second tends to zero. The proof multiplies these two limits, `tendsto_radialShift` and `h2`.

```lean
/-- For `l ≥ 1` and `g` continuous, the shift of the radial function `r ^ l * g r` is of smaller
order than `ρ ^ 2` as `ρ` shrinks to zero. -/
theorem welton_higher_l {l : ℕ} (hl : 1 ≤ l) {g : ℝ → ℝ} (hg : Continuous g) :
    Tendsto (fun ρ => radialShift (fun r => r ^ l * g r) ρ / ρ ^ 2) (𝓝[>] 0) (𝓝 0) := by
  have h2 : Tendsto (fun ρ : ℝ => ρ ^ (2 * l)) (𝓝[>] 0) (𝓝 (0 ^ (2 * l))) :=
    ((continuous_pow (2 * l)).tendsto 0).mono_left nhdsWithin_le_nhds
  rw [zero_pow (show 2 * l ≠ 0 by omega)] at h2
  have h := (tendsto_radialShift l hg).mul h2
  rw [mul_zero] at h
  refine h.congr' ?_
  filter_upwards [self_mem_nhdsWithin] with ρ hρ
  have hρ' : ρ ≠ 0 := ne_of_gt hρ
  generalize radialShift (fun r => r ^ l * g r) ρ = S
  rw [pow_add]
  field_simp
```

## (h) The hydrogenic ground state

For a nucleus of charge $Z>0$ and the normalised 1s function $R(r)=2Z^{3/2}e^{-Zr}$, show that the full shift $Z S_R(\rho)$ satisfies
$$\lim_{\rho\to0^+}\frac{Z\,S_R(\rho)}{\rho^2}=\frac23Z^4 .$$

Here $R(0)^2=4Z^3$, so (f) gives $Z\cdot 4Z^3/6=\frac23Z^4$. The code writes $Z^{3/2}$ as `√(Z ^ 3)`, and `e` is this evaluation.

Replacing $\rho^2$ in this leading term by the mean square displacement that the vacuum field produces gives Welton's estimate of the Lamb shift of the 1s level; that mean square is not calculated here. Within this non-relativistic, one-electron, first-order model, the term of order $\rho^2$ is present for s states with $R(0)\ne0$ and absent for the states with $l\ge1$ treated in (g).

```lean
/-- For the hydrogenic 1s radial function `2 Z ^ (3/2) exp (-Z r)` in the field of a nucleus of
charge `Z > 0`, the energy shift divided by `ρ ^ 2` tends to `(2/3) Z ^ 4` as `ρ` shrinks to
zero. -/
theorem welton_hydrogenic_1s {Z : ℝ} (hZ : 0 < Z) :
    Tendsto (fun ρ => Z * radialShift (fun r => 2 * √(Z ^ 3) * Real.exp (-Z * r)) ρ / ρ ^ 2)
      (𝓝[>] 0) (𝓝 (2 / 3 * Z ^ 4)) := by
  have hg : Continuous (fun r : ℝ => 2 * √(Z ^ 3) * Real.exp (-Z * r)) := by
    fun_prop
  have e : Z * ((2 * √(Z ^ 3) * Real.exp (-Z * 0)) ^ 2 / 6) = 2 / 3 * Z ^ 4 := by
    rw [mul_zero, Real.exp_zero, mul_one, mul_pow, Real.sq_sqrt (pow_pos hZ 3).le]
    ring
  rw [← e]
  exact ((welton_s_state hg).const_mul Z).congr (fun ρ => (mul_div_assoc _ _ _).symm)

end

end WeltonShift
```

```lean
#print axioms WeltonShift.radialShift_pow
-- 'WeltonShift.radialShift_pow' depends on axioms: [propext, Classical.choice, Quot.sound]
#print axioms WeltonShift.welton_s_state
-- 'WeltonShift.welton_s_state' depends on axioms: [propext, Classical.choice, Quot.sound]
#print axioms WeltonShift.welton_higher_l
-- 'WeltonShift.welton_higher_l' depends on axioms: [propext, Classical.choice, Quot.sound]
#print axioms WeltonShift.welton_hydrogenic_1s
-- 'WeltonShift.welton_hydrogenic_1s' depends on axioms: [propext, Classical.choice, Quot.sound]
```
